# For a d shell with F² > 0 and F⁴ ≤ F², the Racah ratio C/B increases with F⁴/F² and is at most 35/4

The Slater integrals F² and F⁴ of a d shell enter here as two real numbers, and what is known about them as integrals enters as inequalities. The superscripts are labels, not powers. For a normalised radial function R, and in atomic units, the integral Fᵏ is the average, over two electrons whose radii are distributed independently with the density R(r)²r², of the repulsion kernel

r_<ᵏ / r_>ᵏ⁺¹,

where r_< is the smaller and r_> the larger of the two radii. None of this appears in the Lean file, which assumes F² > 0 and F⁴ ≤ F² and derives the rest by algebra.

The statement could also have been modelled with R as the basic object and F² and F⁴ defined by the double integral. The two inequalities would then be theorems, at the price of some measure theory. The equality case would change too: the kernel for k = 4 is strictly smaller than the one for k = 2 wherever the radii differ, so a genuine radial function gives F⁴ < F². The value 35/4 would be a bound approached by a shell concentrated near one radius, and not a value attained.

## The coefficients that define B and C

The Racah parameters are

B = (9F² − 5F⁴)/441

C = 35F⁴/441.

These formulas are definitions in the file. They fix the convention: `F2` and `F4` are the integrals with upper indices, not the rescaled quantities F₂ = F²/49 and F₄ = F⁴/441. Any energy unit will do, since the ratio C/B has none.

```lean
import Mathlib

open Set

namespace RacahParameterRatio

noncomputable section

/-- The Racah parameter `B` of a d shell in terms of the Slater integrals `F²` and `F⁴`. -/
def racahB (F2 F4 : ℝ) : ℝ := (9 * F2 - 5 * F4) / 441

/-- The Racah parameter `C` of a d shell in terms of the Slater integral `F⁴`. -/
def racahC (F4 : ℝ) : ℝ := 35 * F4 / 441
```

From here on, r without a subscript is the Slater ratio F⁴/F² and not a radius. The claim that C/B is a function of r needs a function of one variable. It is called g below and `ratioCurve` in Lean:

g(r) = 35r/(9 − 5r).

```lean
/-- The function `35 r / (9 - 5 r)` of the Slater ratio `r = F⁴/F²`. -/
def ratioCurve (r : ℝ) : ℝ := 35 * r / (9 - 5 * r)
```

Two term energies of the d² configuration are also defined. The parameter A shifts both terms equally. The expressions are the usual ones for a single configuration with Coulomb repulsion only; they are taken as given and not derived from two-electron wavefunctions.

```lean
/-- Energy of the ¹D term of a d² configuration in Racah parameters. -/
def energySingletD (A B C : ℝ) : ℝ := A - 3 * B + 2 * C

/-- Energy of the ³P term of a d² configuration in Racah parameters. -/
def energyTripletP (A B : ℝ) : ℝ := A + 7 * B
```

## F² > 0: a repulsion integral that sets the scale

Physically, F² is positive because it averages a positive kernel. By hand, the condition is used twice: it allows division by F² to form r, and together with F⁴ ≤ F² it makes B positive. Since 5F⁴ ≤ 5F²,

9F² − 5F⁴ ≥ 4F² > 0.

In Lean the two conditions are `h2` and `h`, and `linarith` finds this combination once B is unfolded.

```lean
/-- The Racah parameter `B` is positive when `F²` is positive and `F⁴` does not exceed it. -/
theorem racahB_pos {F2 F4 : ℝ} (h2 : 0 < F2) (h : F4 ≤ F2) : 0 < racahB F2 F4 := by
  unfold racahB
  linarith
```

The passage back from B and C to the Slater integrals needs no condition at all:

49B + 7C = (9F² − 5F⁴)/9 + 5F⁴/9 = F²

63C/5 = (63 · 35/(5 · 441)) F⁴ = F⁴.

The pairs (F², F⁴) and (B, C) therefore carry the same information. The proof is a polynomial identity, checked by `ring` for each half.

```lean
/-- The Slater integrals are recovered from the Racah parameters as
`F² = 49 B + 7 C` and `F⁴ = 63 C / 5`. -/
theorem slater_from_racah (F2 F4 : ℝ) :
    F2 = 49 * racahB F2 F4 + 7 * racahC F4 ∧ F4 = 63 * racahC F4 / 5 := by
  unfold racahB racahC
  constructor <;> ring
```

For the reduction of C/B to g, divide the numerator and the denominator of

C/B = 35F⁴/(9F² − 5F⁴)

by F². The result is 35r/(9 − 5r). The Lean proof reaches the same identity by cross-multiplication, for which it first shows that both denominators are nonzero: B by `racahB_pos`, and 9 − 5r because r ≤ 1. What must then hold is

C(9 − 5r) = 35rB.

After multiplication by 441 the terms −175rF⁴ on the two sides cancel, leaving 315F⁴ = 315rF². This is the relation F⁴ = rF², called `hF` in the proof, times 315. The factor 315/441 in `linear_combination` is the same number before the multiplication by 441.

```lean
/-- If `F² > 0` and `F⁴ ≤ F²`, the ratio `C/B` equals `35 r / (9 - 5 r)` at `r = F⁴/F²`. -/
theorem racah_ratio_eq_curve {F2 F4 : ℝ} (h2 : 0 < F2) (h : F4 ≤ F2) :
    racahC F4 / racahB F2 F4 = ratioCurve (F4 / F2) := by
  have hB := racahB_pos h2 h
  have hr : F4 / F2 ≤ 1 := (div_le_one h2).2 h
  have hF : F4 = F4 / F2 * F2 := (div_mul_cancel₀ F4 h2.ne').symm
  have hd : 0 < 9 - 5 * (F4 / F2) := by linarith
  -- both denominators are positive, so the fractions may be cross-multiplied
  unfold ratioCurve
  rw [div_eq_div_iff hB.ne' hd.ne']
  unfold racahB racahC
  linear_combination (315 / 441) * hF
```

Without F² > 0 the upper bound on C/B fails. Take F² = −2 and F⁴ = −3, which satisfy F⁴ ≤ F². Then B = −3/441 and C = −105/441, so C/B = 35, well above 35/4.

## r < 9/5: the range in which B keeps its sign

For positive F², the condition r < 9/5 says exactly that B > 0. It is weaker than r ≤ 1, so it covers every ratio allowed by the physical inequality.

By hand, take r < s < 9/5. Then

g(s) − g(r) = 315(s − r)/((9 − 5r)(9 − 5s)).

Both factors of the denominator are positive, and so is the difference. In Lean, `StrictMonoOn ratioCurve (Iio (9 / 5))` says that g(r) < g(s) whenever r < s and both lie below 9/5. The proof cross-multiplies the inequality; the two calls of `linarith` supply the positive denominators. The products rs cancel, and what remains is 315r < 315s.

```lean
/-- The function `35 r / (9 - 5 r)` is strictly increasing for `r < 9/5`. -/
theorem ratioCurve_strictMonoOn : StrictMonoOn ratioCurve (Iio (9 / 5)) := by
  intro r hr s hs hrs
  simp only [mem_Iio] at hr hs
  unfold ratioCurve
  rw [div_lt_div_iff₀ (by linarith) (by linarith)]
  nlinarith [hrs]
```

Between points on opposite sides of the pole at 9/5 the order is reversed, because the denominator in the difference formula is then negative: g(1) = 35/4, but g(2) = −70.

## F⁴ ≤ F²: the higher multipole is the weaker one

The kernel for k = 4 is the kernel for k = 2 multiplied by (r_</r_>)², which never exceeds 1. This is the physical content of F⁴ ≤ F².

By hand, the inequality is used first to make B positive, so that the denominator can be cleared, and then once more for the bound itself. The claim C/B ≤ 35/4 becomes

35F⁴ ≤ (35/4)(9F² − 5F⁴).

Division by 35 and multiplication by 4 give 4F⁴ ≤ 9F² − 5F⁴, that is, F⁴ ≤ F². The same steps with equality signs show that C/B = 35/4 exactly when F⁴ = F². For the value 4,

35F⁴ = 4(9F² − 5F⁴)

is the same equation as 55F⁴ = 36F².

The main theorem, `racah_ratio`, has two parts. The first is the monotonicity of g below 9/5. The second says that for all real `F2` and `F4` with `0 < F2` and `F4 ≤ F2`, the ratio C/B equals g(F⁴/F²), is at most 35/4, equals 35/4 exactly when F⁴ = F², and equals 4 exactly when 55F⁴ = 36F². Together the parts give the comparison between shells: of two shells that satisfy the hypotheses, the one with the larger F⁴/F² has the larger C/B, because both ratios lie below 9/5.

In the proof, `div_le_iff₀` clears the denominator in the bound and `div_eq_iff` does so in the two equalities. Everything left is linear in F² and F⁴, and `linarith` closes it. The hypothesis `h` enters the last step only for the bound; the two equalities need it only through B ≠ 0.

```lean
/-- The function `35 r / (9 - 5 r)` is strictly increasing for `r < 9/5`. If `F² > 0` and `F⁴ ≤ F²`,
then `C/B` is the value of this function at `r = F⁴/F²` and is at most `35/4`; it equals `35/4`
exactly when `F⁴ = F²`, and it equals `4` exactly when `55 F⁴ = 36 F²`. -/
theorem racah_ratio :
    StrictMonoOn ratioCurve (Iio (9 / 5)) ∧
    ∀ F2 F4 : ℝ, 0 < F2 → F4 ≤ F2 →
      racahC F4 / racahB F2 F4 = ratioCurve (F4 / F2) ∧
      racahC F4 / racahB F2 F4 ≤ 35 / 4 ∧
      (racahC F4 / racahB F2 F4 = 35 / 4 ↔ F4 = F2) ∧
      (racahC F4 / racahB F2 F4 = 4 ↔ 55 * F4 = 36 * F2) := by
  refine ⟨ratioCurve_strictMonoOn, fun F2 F4 h2 h => ?_⟩
  have hB := racahB_pos h2 h
  refine ⟨racah_ratio_eq_curve h2 h, ?_, ?_, ?_⟩
  -- clearing the positive denominator `B` leaves linear relations between `F²` and `F⁴`
  · rw [div_le_iff₀ hB]
    unfold racahB racahC
    linarith
  · rw [div_eq_iff hB.ne']
    unfold racahB racahC
    constructor <;> intro e <;> linarith
  · rw [div_eq_iff hB.ne']
    unfold racahB racahC
    constructor <;> intro e <;> linarith
```

Without F⁴ ≤ F² the bound fails even while B stays positive. For F² = 5 and F⁴ = 6 one finds B = 15/441 and C = 210/441, hence C/B = 14.

For ligand-field calculations that fix C = 4B, the theorem identifies this choice with F⁴/F² = 36/55, about 0.655, within the model in which two Slater integrals describe the term splittings of a single d configuration.

## F⁴ > 0: the lower end of the range

F⁴ is positive for the same reason as F². The main theorem does not need this, and accordingly does not assume it. It matters when one asks which values g can take: as r runs over 0 < r ≤ 1, g takes exactly the values x with 0 < x ≤ 35/4.

One direction is direct. For 0 < r ≤ 1 the numerator and denominator of g(r) are positive, and g(r) ≤ 35/4 reduces to r ≤ 1. For the other direction, solve g(r) = x:

35r = x(9 − 5r)

r(35 + 5x) = 9x

r = 9x/(35 + 5x).

If x > 0, this r is positive. It is at most 1 exactly when 9x ≤ 35 + 5x, that is, when x ≤ 35/4.

In Lean, `ratioCurve '' Ioc 0 1` is the image of the half-open interval under g. The proof treats the two inclusions separately. In the second it produces the r just found, together with its bounds and the equation r(35 + 5x) = 9x, and then clears the denominator 9 − 5r.

```lean
/-- As `F⁴/F²` runs over the interval `(0, 1]`, the function `35 r / (9 - 5 r)` takes exactly
the values in `(0, 35/4]`. -/
theorem ratioCurve_range : ratioCurve '' Ioc 0 1 = Ioc 0 (35 / 4) := by
  ext x
  constructor
  · rintro ⟨r, ⟨h0, h1⟩, rfl⟩
    have hd : 0 < 9 - 5 * r := by linarith
    unfold ratioCurve
    refine ⟨div_pos (by linarith) hd, ?_⟩
    rw [div_le_iff₀ hd]
    linarith
  · rintro ⟨h0, h1⟩
    have hp : 0 < 35 + 5 * x := by linarith
    -- the Slater ratio that produces the prescribed value `x`
    obtain ⟨r, hr0, hr1, hr⟩ : ∃ r : ℝ, 0 < r ∧ r ≤ 1 ∧ r * (35 + 5 * x) = 9 * x :=
      ⟨9 * x / (35 + 5 * x), div_pos (by linarith) hp,
        (div_le_one hp).2 (by linarith), div_mul_cancel₀ _ hp.ne'⟩
    have hd : 0 < 9 - 5 * r := by linarith
    refine ⟨r, ⟨hr0, hr1⟩, ?_⟩
    unfold ratioCurve
    rw [div_eq_iff hd.ne']
    linear_combination hr
```

If r = 0 is admitted, the value 0 appears, and r = −1 gives −5/2; neither lies in the stated range. The theorem concerns real ratios and does not say which of them come from an actual radial function.

## Term order in d²: F² > 0 is enough

The order of the ¹D and ³P terms needs only one of the hypotheses. The singlet lies lower when

A − 3B + 2C < A + 7B.

The parameter A drops out, and C < 5B remains. In Slater integrals this reads

35F⁴ < 45F² − 25F⁴,

or 60F⁴ < 45F², or 4F⁴ < 3F². Dividing by the positive number 4F² gives F⁴/F² < 3/4. The sign of B plays no part, which is why F⁴ ≤ F² is absent from the statement.

In the proof, `div_lt_iff₀ h2` turns the condition on the ratio into F⁴ < (3/4)F². That is the only use of `h2`; after the definitions are unfolded, both directions are linear.

```lean
/-- If `F² > 0`, the ¹D term of a d² configuration lies below the ³P term exactly when `F⁴/F²` is
less than `3/4`. -/
theorem singletD_below_tripletP_iff (A : ℝ) {F2 F4 : ℝ} (h2 : 0 < F2) :
    energySingletD A (racahB F2 F4) (racahC F4) < energyTripletP A (racahB F2 F4) ↔
      F4 / F2 < 3 / 4 := by
  rw [div_lt_iff₀ h2]
  unfold energySingletD energyTripletP racahB racahC
  constructor <;> intro e <;> linarith

end

end RacahParameterRatio
```

For negative F² the division would reverse the inequality. With F² = −1 and F⁴ = 0 the ratio is 0, below 3/4, yet B = −9/441 and C = 0 put ¹D above ³P.

The result compares two terms of one configuration. It leaves out spin–orbit coupling, configuration interaction and the ligand field, and it does not identify the ground term, since the other terms of d² are not considered.

```lean
#print axioms RacahParameterRatio.slater_from_racah
#print axioms RacahParameterRatio.racah_ratio
#print axioms RacahParameterRatio.ratioCurve_range
#print axioms RacahParameterRatio.singletD_below_tripletP_iff
```

```
'RacahParameterRatio.slater_from_racah' depends on axioms: [propext, Classical.choice, Quot.sound]
'RacahParameterRatio.racah_ratio' depends on axioms: [propext, Classical.choice, Quot.sound]
'RacahParameterRatio.ratioCurve_range' depends on axioms: [propext, Classical.choice, Quot.sound]
'RacahParameterRatio.singletD_below_tripletP_iff' depends on axioms: [propext, Classical.choice, Quot.sound]
```
